# Stereoisomer counts for octahedral MA₂B₂C₂, with and without identification of enantiomers

Take a single axis with two sites, $+e_0$ and $-e_0$, and place one ligand A and one ligand B on them. There are two colourings. The signed permutation matrices are $(1)$ and $(-1)$, and only the first has determinant one. The determinant-one matrices therefore leave two separate orbits, while the reflection $(-1)$ joins them into one. Had both ends carried A, the reflection would have changed nothing. The example is confined to a line: in space, a half-turn about a perpendicular axis would also exchange the two ends.

The octahedron has three such axes. Reversing an axis with equal ends changes the determinant of an operation but not the colouring it produces. Handedness can survive only if no axis has equal ends.

## Sites, operations and isomers

Axes are numbered $0,1,2$, as in Lean; the code comments call their unit vectors $e_1,e_2,e_3$, here $e_0,e_1,e_2$. A site $(i,u)$ is an axis $i$ with a sign $u=\pm1$, and its position is $u\,e_i$.

```lean
import Mathlib

open Matrix

namespace OctahedralIsomers

/-- A ligand site of the octahedron: a coordinate axis and a sign. -/
abbrev Site := Fin 3 × ℤˣ

/-- The position of a site, one of the six vectors `±e₁, ±e₂, ±e₃`. -/
def position (p : Site) : Fin 3 → ℤ := Pi.single p.1 (p.2 : ℤ)
```

A colouring $c$ gives each site a ligand type $0,1,2$, read as A, B, C. The composition condition requires each type exactly twice.

```lean
/-- An assignment of one of three ligand types to every site. -/
abbrev Colouring := Site → Fin 3

/-- The composition MA2B2C2: every ligand type occurs on exactly two sites. -/
abbrev IsMA2B2C2 (c : Colouring) : Prop :=
  ∀ k : Fin 3, (Finset.univ.filter fun p : Site => c p = k).card = 2
```

For a permutation $\sigma$ of the axes and signs $s_j$, let $M_{\sigma,s}$ be the matrix that sends $e_j$ to $s_j e_{\sigma(j)}$. All such matrices form `fullGroup`; those with determinant one form `rotationGroup`.

```lean
/-- The signed permutation matrix that sends `e_j` to `s_j e_(σ j)`. -/
def signedPerm (σ : Equiv.Perm (Fin 3)) (s : Fin 3 → ℤˣ) : Matrix (Fin 3) (Fin 3) ℤ :=
  Matrix.of fun i j => if i = σ j then (s j : ℤ) else 0

/-- All signed permutation matrices: the full octahedral group. -/
def fullGroup : Set (Matrix (Fin 3) (Fin 3) ℤ) := {M | ∃ σ s, M = signedPerm σ s}

/-- The signed permutation matrices of determinant one: the rotations. -/
def rotationGroup : Set (Matrix (Fin 3) (Fin 3) ℤ) := {M | M ∈ fullGroup ∧ M.det = 1}
```

Let $G$ be a group of signed permutation matrices. Two colourings are related when some matrix in $G$ carries every ligand to a site of the same type in the second colouring. Lean states this as a condition on those sites whose image is a site; by (b), that is every site. An isomer is an orbit, that is, a set of colourings. The model treats ligands as structureless points on an ideal octahedron: chelate rings, chiral ligands, distortions and energies do not enter.

```lean
/-- Some matrix in `G` is such that, whenever it sends a site `p` to a site `q`, the ligand of `c'`
at `q` is that of `c` at `p`. For signed permutation matrices: it carries `c` to `c'`. -/
def Related (G : Set (Matrix (Fin 3) (Fin 3) ℤ)) (c c' : Colouring) : Prop :=
  ∃ M ∈ G, ∀ p q, M *ᵥ position p = position q → c' q = c p

/-- The sets of colourings related to some MA2B2C2 colouring. If `G` is a group of signed
permutation matrices, these are the orbits, that is, the isomers with respect to `G`. -/
def isomers (G : Set (Matrix (Fin 3) (Fin 3) ℤ)) : Set (Set Colouring) :=
  {O | ∃ c, IsMA2B2C2 c ∧ O = {c' | Related G c c'}}
```

`IsPointGroup` collects the closure properties needed of $G$; parts (d) and (e) establish them for both sets of matrices.

```lean
/-- A set of signed permutation matrices that contains the identity, products and inverses. -/
structure IsPointGroup (G : Set (Matrix (Fin 3) (Fin 3) ℤ)) : Prop where
  sub : G ⊆ fullGroup
  one : 1 ∈ G
  mul : ∀ M ∈ G, ∀ N ∈ G, N * M ∈ G
  inv : ∀ M ∈ G, ∃ N ∈ G, N * M = 1
```

The function `octahedron` lists ligands in the order $+x,-x,+y,-y,+z,-z$, where $x,y,z$ are axes $0,1,2$. The candidates for representatives are $r_0,r_1,\dots$, written here with a bar between axes:

- $r_0$ = AA|BB|CC
- $r_1$ = AA|BC|BC
- $r_2$ = BB|AC|AC
- $r_3$ = CC|AB|AB
- $r_4$ = AB|BC|CA
- $r_5$ = BA|BC|CA

Two equal ligands are trans if they share an axis and cis otherwise.

```lean
/-- The colouring with the given ligands at `+x, -x, +y, -y, +z, -z`, in this order. -/
def octahedron (a a' b b' c c' : Fin 3) : Colouring :=
  fun p => if p.2 = 1 then ![a, b, c] p.1 else ![a', b', c'] p.1

/-- Six arrangements: all pairs trans, one pair trans (three choices), and two with all
pairs cis. -/
def arrangement : Fin 6 → Colouring :=
  ![octahedron 0 0 1 1 2 2, octahedron 0 0 1 2 1 2, octahedron 1 1 0 2 0 2,
    octahedron 2 2 0 1 0 1, octahedron 0 1 1 2 2 0, octahedron 1 0 1 2 2 0]
```

## (a) Positions identify sites

Show that, for all sites $(i,u)$ and $(j,v)$,
$$u\,e_i=v\,e_j\;\Longrightarrow\;(i,u)=(j,v).$$

The only nonzero component of $u\,e_i$ is component $i$, and its value is $u$. The vector therefore determines both the axis and the sign. Lean compares all pairs of the six sites by `decide +kernel`.

```lean
/-- Different sites have different positions. -/
theorem position_injective : ∀ p q : Site, position p = position q → p = q := by
  decide +kernel
```

## (b) The image of a site

Show that a signed permutation matrix sends sites to sites:
$$M_{\sigma,s}(u\,e_i)=s_i u\,e_{\sigma(i)}.$$

Component $k$ of the left side is
$$\sum_j \delta_{k,\sigma(j)}\,s_j\,u\,\delta_{ji}=\delta_{k,\sigma(i)}\,s_i u,$$
which is component $k$ of the right side. In the proof, `Finset.sum_eq_single` keeps the term $j=i$.

```lean
/-- A signed permutation matrix carries each site to a site. -/
theorem signedPerm_mulVec (σ : Equiv.Perm (Fin 3)) (s : Fin 3 → ℤˣ) (p : Site) :
    signedPerm σ s *ᵥ position p = position (σ p.1, s p.1 * p.2) := by
  funext i
  simp only [Matrix.mulVec, dotProduct, position, signedPerm, Matrix.of_apply]
  rw [Finset.sum_eq_single p.1]
  · by_cases h : i = σ p.1 <;> simp [h]
  · intro k _ hk
    simp [hk]
  · simp
```

## (c) Carrying a colouring, site by site

Show that $M_{\sigma,s}$ carries $c$ to $c'$ if and only if
$$c'(\sigma(i),s_i u)=c(i,u)\quad\text{for all } i,u.$$

By (b), the ligand at $(i,u)$ moves to $(\sigma(i),s_i u)$, so carrying implies the equation. Conversely, if the image of $(i,u)$ is the position of a site $q$, then (a) gives $q=(\sigma(i),s_i u)$, and the equation gives the required ligand there. This replaces matrix-vector products by a condition that can be checked on finitely many labels.

```lean
/-- A signed permutation carries `c` to `c'` exactly when the ligands agree site by site. -/
theorem carries_iff (σ : Equiv.Perm (Fin 3)) (s : Fin 3 → ℤˣ) (c c' : Colouring) :
    (∀ p q, signedPerm σ s *ᵥ position p = position q → c' q = c p) ↔
      ∀ i u, c' (σ i, s i * u) = c (i, u) := by
  constructor
  · intro h i u
    exact h (i, u) _ (signedPerm_mulVec σ s (i, u))
  · intro h p q hpq
    rw [signedPerm_mulVec] at hpq
    rw [← position_injective _ _ hpq]
    exact h p.1 p.2
```

## (d) Closure of the signed permutation matrices

Show that these matrices contain the identity, products and inverses, using
$$M_{\tau,t}M_{\sigma,s}=M_{\tau\sigma,w},\qquad w_j=t_{\sigma(j)}s_j.$$

The right factor sends $e_j$ to $s_je_{\sigma(j)}$, and the left factor sends this to $t_{\sigma(j)}s_je_{\tau(\sigma(j))}$. The identity has $\sigma=1$ and all signs $+1$. For an inverse of $M_{\sigma,s}$, take $\tau=\sigma^{-1}$ and $t_j=s_{\sigma^{-1}(j)}$; then $w_j=s_j^2=1$. The local facts `hone` and `hmul` are the identity and product formulas.

```lean
/-- The signed permutation matrices form a group. -/
theorem isPointGroup_full : IsPointGroup fullGroup := by
  have hone : signedPerm 1 1 = 1 := by
    ext i j
    by_cases h : i = j <;> simp [signedPerm, Matrix.one_apply, h]
  have hmul : ∀ τ t σ s, signedPerm τ t * signedPerm σ s =
      signedPerm (τ * σ) (fun j => t (σ j) * s j) := by
    intro τ t σ s
    ext i j
    simp only [signedPerm, Matrix.mul_apply, Matrix.of_apply]
    rw [Finset.sum_eq_single (σ j)]
    · by_cases h : i = τ (σ j) <;> simp [h]
    · intro k _ hk
      simp [hk]
    · simp
  refine ⟨fun _ h => h, ⟨1, 1, hone.symm⟩, ?_, ?_⟩
  · rintro _ ⟨σ, s, rfl⟩ _ ⟨τ, t, rfl⟩
    exact ⟨_, _, hmul τ t σ s⟩
  · rintro _ ⟨σ, s, rfl⟩
    refine ⟨signedPerm σ⁻¹ (fun j => s (σ⁻¹ j)), ⟨_, _, rfl⟩, ?_⟩
    have hs : (fun j => s (σ⁻¹ (σ j)) * s j) = 1 := by
      funext j
      simp [Int.units_mul_self]
    rw [hmul, hs, inv_mul_cancel, hone]
```

## (e) Closure of the rotations

Show that the determinant-one matrices have the same closure properties, using
$$\det(NM)=\det N\,\det M.$$

The identity has determinant one, and a product of two matrices of determinant one has determinant one. If $NM=1$ and $\det M=1$, then $\det N=1$, so the inverse supplied by (d) is again a rotation.

```lean
/-- The signed permutation matrices of determinant one form a group. -/
theorem isPointGroup_rotation : IsPointGroup rotationGroup := by
  refine ⟨fun _ h => h.1, ⟨isPointGroup_full.one, Matrix.det_one⟩, ?_, ?_⟩
  · intro M hM N hN
    exact ⟨isPointGroup_full.mul M hM.1 N hN.1, by rw [Matrix.det_mul, hM.2, hN.2, one_mul]⟩
  · intro M hM
    obtain ⟨N, hN, h⟩ := isPointGroup_full.inv M hM.1
    have hd := congrArg Matrix.det h
    rw [Matrix.det_mul, hM.2, mul_one, Matrix.det_one] at hd
    exact ⟨N, ⟨hN, hd⟩, h⟩
```

## (f) Being related is an equivalence

Write $c\sim c'$ for `Related G c c'`. For any $G$ with the properties in `IsPointGroup`, show that
$$c\sim c,\qquad c\sim c'\Rightarrow c'\sim c,\qquad c\sim c'\sim c''\Rightarrow c\sim c''.$$

The identity gives the first relation, by (a). For the second, let $M$ carry $c$ to $c'$ and let $NM=1$. For square matrices also $MN=1$, so if $N$ sends site $p$ to site $q$, then $M$ sends $q$ to $p$. Hence $c'(p)=c(q)$, and $N$ carries $c'$ to $c$.

For the third, let $N$ carry $c'$ to $c''$. By (b), $M$ sends $p$ to some site $m$. If $NM$ sends $p$ to $q$, then $N$ sends $m$ to $q$, and $c''(q)=c'(m)=c(p)$.

```lean
/-- For a group of signed permutation matrices, being related is an equivalence. -/
theorem related_equivalence {G : Set (Matrix (Fin 3) (Fin 3) ℤ)} (hG : IsPointGroup G) :
    Equivalence (Related G) := by
  refine ⟨fun c => ⟨1, hG.one, fun p q h => ?_⟩, ?_, ?_⟩
  · rw [Matrix.one_mulVec] at h
    rw [position_injective _ _ h]
  · rintro c c' ⟨M, hM, h⟩
    obtain ⟨N, hN, hNM⟩ := hG.inv M hM
    refine ⟨N, hN, fun p q hpq => (h q p ?_).symm⟩
    rw [← hpq, Matrix.mulVec_mulVec, mul_eq_one_comm.mp hNM, Matrix.one_mulVec]
  · rintro c c' c'' ⟨M, hM, h⟩ ⟨N, hN, k⟩
    refine ⟨N * M, hG.mul M hM N hN, fun p q hpq => ?_⟩
    obtain ⟨σ, s, rfl⟩ := hG.sub hM
    have hr := signedPerm_mulVec σ s p
    exact (k _ q (by rw [← hr, Matrix.mulVec_mulVec]; exact hpq)).trans (h p _ hr)
```

## (g) Counting orbits by representatives

Let $r_0,\dots,r_{n-1}$ be any MA₂B₂C₂ colourings that are pairwise unrelated under such a $G$ and reach every MA₂B₂C₂ colouring. Show that
$$|\mathrm{isomers}(G)|=n.$$

Map $i$ to the orbit of $r_i$. If $r_i$ and $r_j$ have the same orbit, they are related, so $i=j$. Every isomer is the orbit of some $c$, and $c$ is related to some $r_i$, so by (f) the two orbits agree. The map is a bijection from $n$ indices to the isomers. In Lean, `hinj` is the injectivity and `himg` says that the image is the whole set of isomers.

```lean
/-- If `n` pairwise unrelated MA2B2C2 colourings reach all others under a group `G` of signed
permutation matrices, there are `n` isomers. -/
theorem ncard_isomers {G : Set (Matrix (Fin 3) (Fin 3) ℤ)} (hG : IsPointGroup G) {n : ℕ}
    (r : Fin n → Colouring) (hr : ∀ i, IsMA2B2C2 (r i))
    (cover : ∀ c, IsMA2B2C2 c → ∃ i, Related G (r i) c)
    (dist : ∀ i j, Related G (r i) (r j) → i = j) : (isomers G).ncard = n := by
  have e := related_equivalence hG
  have hinj : Function.Injective (fun i => {c' | Related G (r i) c'}) := by
    intro i j hij
    have hj : r j ∈ {c' | Related G (r j) c'} := e.refl _
    exact dist i j (hij.symm.subset hj)
  have himg : isomers G = (fun i => {c' | Related G (r i) c'}) '' Set.univ := by
    ext O
    constructor
    · rintro ⟨c, hc, rfl⟩
      obtain ⟨i, hi⟩ := cover c hc
      exact ⟨i, trivial, Set.ext fun c' => ⟨fun h => e.trans (e.symm hi) h, e.trans hi⟩⟩
    · rintro ⟨i, -, rfl⟩
      exact ⟨r i, hr i, rfl⟩
  rw [himg, Set.ncard_image_of_injective _ hinj, Set.ncard_univ, Nat.card_eq_fintype_card,
    Fintype.card_fin]
```

## (h) The two all-cis forms

With $\sim_{\rm full}$ and $\sim_{\rm rot}$ for the relations under the full group and the rotations, show that
$$r_4\sim_{\rm full}r_5,\qquad r_4\not\sim_{\rm rot}r_5.$$

The reflection $\mathrm{diag}(-1,1,1)$ exchanges the ends of axis $0$ and turns AB|BC|CA into BA|BC|CA.

Now let $M_{\sigma,s}$ be any operation that carries $r_4$ to $r_5$. In both colourings axes $0,1,2$ hold the unordered pairs AB, BC and CA. These pairs are different, so $\sigma=1$. The ends of each axis also differ, which forces $s=(-1,1,1)$. The only possible operation is thus the reflection above, with determinant $-1$. Lean reaches the same conclusion by testing all permutations and signs, after `Matrix.det_fin_three` has expanded the determinant.

```lean
/-- The two listed all-cis arrangements are related by a signed permutation matrix, but by
no rotation. -/
theorem all_cis_enantiomers : Related fullGroup (arrangement 4) (arrangement 5) ∧
    ¬ Related rotationGroup (arrangement 4) (arrangement 5) := by
  constructor
  · -- the reflection that reverses the first axis
    exact ⟨_, ⟨1, ![-1, 1, 1], rfl⟩, (carries_iff _ _ _ _).2 (by decide +kernel)⟩
  · rintro ⟨_, ⟨⟨σ, s, rfl⟩, hd⟩, h⟩
    rw [carries_iff] at h
    have key : ∀ (σ : Equiv.Perm (Fin 3)) (s : Fin 3 → ℤˣ),
        (∀ i u, arrangement 5 (σ i, s i * u) = arrangement 4 (i, u)) →
          ¬ (signedPerm σ s).det = 1 := by
      simp only [Matrix.det_fin_three]
      decide +kernel
    exact key σ s h hd
```

## (i) The number of stereoisomers

Count the isomers under both groups and show that
$$|\mathrm{isomers}(\text{rotations})|=6,\qquad |\mathrm{isomers}(\text{full group})|=5.$$

First, rotations reach every MA₂B₂C₂ colouring from the list. If two ligand pairs are trans, the third fills the remaining axis and is trans too, so the number of trans pairs is three, one or zero.

- **Three trans pairs.** A permutation of the axes carries $r_0$ to the colouring. If its determinant is $-1$, also reverse an axis; its ends are equal, so the colouring stays the same.
- **One trans pair.** Each of the other two axes holds one ligand of each remaining type. A signed permutation carries $r_1$, $r_2$ or $r_3$ to the colouring, and reversing the trans axis corrects the determinant if necessary.
- **No trans pair.** The axes hold AB, BC and CA once each, since a repeated pair would leave two equal ligands on the third axis. Some signed permutation $M$ carries $r_4$ to the colouring. If $\det M=-1$, then $M\,\mathrm{diag}(-1,1,1)$ is a rotation that carries $r_5$ to it.

Next, signed permutations preserve which ligand types are trans. This separates all the listed arrangements except $r_4$ and $r_5$, which (h) separates under rotations. Part (g) gives six. Under the full group $r_4$ and $r_5$ merge, so $r_0,\dots,r_4$ represent the orbits and the count is five.

In Lean, `check` searches for a suitable rotation for each list of six ligands with the required composition, and `cover` transfers the result to arbitrary MA₂B₂C₂ colourings. The two facts named `key` test that the representatives are unrelated. For the full group, `Fin.lastCases` replaces $r_5$ by $r_4$.

For structureless ligands on an ideal octahedron, five starting geometries therefore cover all arrangements in an electronic-structure search whose Hamiltonian is invariant when electrons and nuclei are rotated or reflected together, since enantiomers then have equal energies.

```lean
/-- Octahedral MA2B2C2 has exactly six stereoisomers under rotations, and exactly five when
all signed permutation matrices are admitted. -/
theorem stereoisomers_MA2B2C2 :
    (isomers rotationGroup).ncard = 6 ∧ (isomers fullGroup).ncard = 5 := by
  have hr : ∀ i, IsMA2B2C2 (arrangement i) := by decide +kernel
  -- finite check: a rotation carries one of the six arrangements to any given MA2B2C2 colouring
  have check : ∀ a a' b b' c c' : Fin 3, IsMA2B2C2 (octahedron a a' b b' c c') →
      ∃ i : Fin 6, ∃ σ : Equiv.Perm (Fin 3),
        ∃ x : ℤˣ, (∀ u, octahedron a a' b b' c c' (σ 0, x * u) = arrangement i (0, u)) ∧
        ∃ y : ℤˣ, (∀ u, octahedron a a' b b' c c' (σ 1, y * u) = arrangement i (1, u)) ∧
        ∃ z : ℤˣ, (∀ u, octahedron a a' b b' c c' (σ 2, z * u) = arrangement i (2, u)) ∧
          (signedPerm σ ![x, y, z]).det = 1 := by
    simp only [Matrix.det_fin_three]
    intro a a'
    fin_cases a <;> fin_cases a' <;> decide +kernel
  have cover : ∀ c, IsMA2B2C2 c → ∃ i, Related rotationGroup (arrangement i) c := by
    intro c hc
    have e : octahedron (c (0, 1)) (c (0, -1)) (c (1, 1)) (c (1, -1)) (c (2, 1))
        (c (2, -1)) = c := by
      have hn : ¬ ((-1 : ℤˣ) = 1) := by decide
      funext ⟨i, u⟩
      rcases Int.units_eq_one_or u with rfl | rfl <;> fin_cases i <;> simp [octahedron, hn]
    have h := check (c (0, 1)) (c (0, -1)) (c (1, 1)) (c (1, -1)) (c (2, 1)) (c (2, -1))
    rw [e] at h
    obtain ⟨i, σ, x, h0, y, h1, z, h2, hd⟩ := h hc
    refine ⟨i, _, ⟨⟨σ, ![x, y, z], rfl⟩, hd⟩, (carries_iff _ _ _ _).2 ?_⟩
    intro j u
    fin_cases j
    · exact h0 u
    · exact h1 u
    · exact h2 u
  constructor
  · refine ncard_isomers isPointGroup_rotation arrangement hr cover ?_
    rintro i j ⟨_, ⟨⟨σ, s, rfl⟩, hd⟩, h⟩
    rw [carries_iff] at h
    have key : ∀ (i j : Fin 6) (σ : Equiv.Perm (Fin 3)) (s : Fin 3 → ℤˣ),
        (∀ k u, arrangement j (σ k, s k * u) = arrangement i (k, u)) →
          (signedPerm σ s).det = 1 → i = j := by
      simp only [Matrix.det_fin_three]
      decide +kernel
    exact key i j σ s h hd
  · refine ncard_isomers isPointGroup_full (fun i : Fin 5 => arrangement i.castSucc)
      (fun i => hr _) ?_ ?_
    · intro c hc
      obtain ⟨i, M, hM, h⟩ := cover c hc
      have hi : Related fullGroup (arrangement i) c := ⟨M, hM.1, h⟩
      clear h
      -- the sixth arrangement is the mirror image of the fifth
      induction i using Fin.lastCases with
      | last => exact ⟨4, (related_equivalence isPointGroup_full).trans all_cis_enantiomers.1 hi⟩
      | cast i => exact ⟨i, hi⟩
    · rintro i j ⟨_, ⟨σ, s, rfl⟩, h⟩
      rw [carries_iff] at h
      have key : ∀ (i j : Fin 5) (σ : Equiv.Perm (Fin 3)) (s : Fin 3 → ℤˣ),
          (∀ k u, arrangement j.castSucc (σ k, s k * u) = arrangement i.castSucc (k, u)) →
            i = j := by
        decide +kernel
      exact key i j σ s h

end OctahedralIsomers
```

```lean
#print axioms OctahedralIsomers.stereoisomers_MA2B2C2
-- 'OctahedralIsomers.stereoisomers_MA2B2C2' depends on axioms: [propext, Classical.choice, Quot.sound]
```
